# At the SU(4) point, the isotropic Kugel–Khomskii bond swaps the two sites

For two sites that each carry a spin 1/2 and an orbital pseudospin 1/2, the operator \((2\,\mathbf S_1\cdot\mathbf S_2+\tfrac12)(2\,\mathbf T_1\cdot\mathbf T_2+\tfrac12)\) exchanges the complete states of the two sites, and so it commutes with \(u\otimes u\) for every 4×4 matrix \(u\). If the two constants are replaced by complex numbers \(x\) and \(y\), commutation with \(u\otimes u\) for all unitary \(u\) holds only at \(x=y=\tfrac12\).

```lean
import Mathlib

open Matrix
open scoped Kronecker

namespace KugelKhomskiiSU4

noncomputable section

/-- Basis labels of one site: the first entry is the spin, the second the orbital. -/
abbrev Site := Fin 2 × Fin 2

/-- The three Pauli matrices. -/
def pauli : Fin 3 → Matrix (Fin 2) (Fin 2) ℂ :=
  ![!![0, 1; 1, 0], !![0, -Complex.I; Complex.I, 0], !![1, 0; 0, -1]]

/-- The spin-1/2 operators of one site; they leave the orbital alone. -/
def spin (a : Fin 3) : Matrix Site Site ℂ :=
  ((1 / 2 : ℂ) • pauli a) ⊗ₖ (1 : Matrix (Fin 2) (Fin 2) ℂ)

/-- The orbital pseudospin-1/2 operators of one site; they leave the spin alone. -/
def orbital (a : Fin 3) : Matrix Site Site ℂ :=
  (1 : Matrix (Fin 2) (Fin 2) ℂ) ⊗ₖ ((1 / 2 : ℂ) • pauli a)

/-- The scalar product `A₁ · A₂` of a vector operator on site 1 with its copy on site 2. -/
def bond (A : Fin 3 → Matrix Site Site ℂ) : Matrix (Site × Site) (Site × Site) ℂ :=
  ∑ a, (A a ⊗ₖ (1 : Matrix Site Site ℂ)) * ((1 : Matrix Site Site ℂ) ⊗ₖ A a)

/-- The isotropic Kugel-Khomskii bond operator `(2 S₁·S₂ + x)(2 T₁·T₂ + y)`. -/
def kugelKhomskii (x y : ℂ) : Matrix (Site × Site) (Site × Site) ℂ :=
  ((2 : ℂ) • bond spin + x • 1) * ((2 : ℂ) • bond orbital + y • 1)

/-- The operator that sends each basis state `|q⟩` to `|f q⟩`. -/
def relabel {α : Type} [DecidableEq α] (f : α → α) : Matrix α α ℂ :=
  Matrix.of fun p q => if p = f q then 1 else 0

/-- Exchange of the spin labels of the two sites. -/
def swapSpin (q : Site × Site) : Site × Site := ((q.2.1, q.1.2), (q.1.1, q.2.2))

/-- Exchange of the orbital labels of the two sites. -/
def swapOrbital (q : Site × Site) : Site × Site := ((q.1.1, q.2.2), (q.2.1, q.1.2))

/-- Flip of the orbital of a site when its spin label is 0. -/
def controlledFlip (q : Site) : Site := (q.1, if q.1 = 0 then q.2 + 1 else q.2)

private lemma relabel_apply {α : Type} [DecidableEq α] (f : α → α) (p q : α) :
    relabel f p q = if p = f q then 1 else 0 := rfl

private lemma delta_prod {α β : Type} [DecidableEq α] [DecidableEq β] (a a' : α) (b b' : β) :
    (if (a, b) = (a', b') then (1 : ℂ) else 0)
      = (if a = a' then 1 else 0) * (if b = b' then 1 else 0) := by
  by_cases h : a = a' <;> by_cases h' : b = b' <;> simp [h, h']

private lemma mul_relabel_apply {α : Type} [Fintype α] [DecidableEq α] (M : Matrix α α ℂ)
    (f : α → α) (p q : α) : (M * relabel f) p q = M p (f q) := by
  simp [Matrix.mul_apply, relabel_apply]

private lemma relabel_mul_apply {α : Type} [Fintype α] [DecidableEq α] (M : Matrix α α ℂ)
    {f : α → α} (hf : ∀ q, f (f q) = q) (p q : α) : (relabel f * M) p q = M (f p) q := by
  rw [Matrix.mul_apply, Finset.sum_eq_single (f p)]
  · rw [relabel_apply, hf, if_pos rfl, one_mul]
  · intro r _ hr
    have h : p ≠ f r := fun h => hr (by rw [h, hf])
    rw [relabel_apply, if_neg h, zero_mul]
  · simp

/-- Completeness relation of the Pauli matrices. -/
theorem pauli_completeness (i j k l : Fin 2) :
    ∑ a, pauli a i j * pauli a k l
      = 2 * ((if i = l then 1 else 0) * (if k = j then 1 else 0))
        - (if i = j then 1 else 0) * (if k = l then 1 else 0) := by
  fin_cases i <;> fin_cases j <;> fin_cases k <;> fin_cases l <;>
    simp [pauli, Fin.sum_univ_three] <;> norm_num

private lemma bond_spin_apply (a b c d a' b' c' d' : Fin 2) :
    bond spin ((a, b), (c, d)) ((a', b'), (c', d'))
      = 1 / 4 * (∑ k, pauli k a a' * pauli k c c')
        * ((if b = b' then 1 else 0) * (if d = d' then 1 else 0)) := by
  simp only [bond, ← Matrix.mul_kronecker_mul, mul_one, one_mul, Matrix.sum_apply,
    Matrix.kroneckerMap_apply, spin, Matrix.smul_apply, Matrix.one_apply, smul_eq_mul,
    Finset.mul_sum, Finset.sum_mul]
  exact Finset.sum_congr rfl fun k _ => by ring

private lemma bond_orbital_apply (a b c d a' b' c' d' : Fin 2) :
    bond orbital ((a, b), (c, d)) ((a', b'), (c', d'))
      = 1 / 4 * (∑ k, pauli k b b' * pauli k d d')
        * ((if a = a' then 1 else 0) * (if c = c' then 1 else 0)) := by
  simp only [bond, ← Matrix.mul_kronecker_mul, mul_one, one_mul, Matrix.sum_apply,
    Matrix.kroneckerMap_apply, orbital, Matrix.smul_apply, Matrix.one_apply, smul_eq_mul,
    Finset.mul_sum, Finset.sum_mul]
  exact Finset.sum_congr rfl fun k _ => by ring

/-- `2 S₁·S₂ + 1/2` exchanges the spins of the two sites and leaves the orbitals in place. -/
theorem spin_exchange : (2 : ℂ) • bond spin + (1 / 2 : ℂ) • 1 = relabel swapSpin := by
  ext ⟨⟨a, b⟩, ⟨c, d⟩⟩ ⟨⟨a', b'⟩, ⟨c', d'⟩⟩
  have h : relabel swapSpin ((a, b), (c, d)) ((a', b'), (c', d'))
      = if ((a, b), (c, d)) = ((c', b'), (a', d')) then 1 else 0 := rfl
  rw [h, Matrix.add_apply, Matrix.smul_apply, Matrix.smul_apply, bond_spin_apply,
    pauli_completeness, Matrix.one_apply]
  simp only [delta_prod, smul_eq_mul]
  ring

/-- `2 T₁·T₂ + 1/2` exchanges the orbitals of the two sites and leaves the spins in place. -/
theorem orbital_exchange :
    (2 : ℂ) • bond orbital + (1 / 2 : ℂ) • 1 = relabel swapOrbital := by
  ext ⟨⟨a, b⟩, ⟨c, d⟩⟩ ⟨⟨a', b'⟩, ⟨c', d'⟩⟩
  have h : relabel swapOrbital ((a, b), (c, d)) ((a', b'), (c', d'))
      = if ((a, b), (c, d)) = ((a', d'), (c', b')) then 1 else 0 := rfl
  rw [h, Matrix.add_apply, Matrix.smul_apply, Matrix.smul_apply, bond_orbital_apply,
    pauli_completeness, Matrix.one_apply]
  simp only [delta_prod, smul_eq_mul]
  ring

private lemma swapSpin_mul_swapOrbital :
    relabel swapSpin * relabel swapOrbital = relabel (Prod.swap : Site × Site → Site × Site) := by
  ext p q
  rw [mul_relabel_apply]
  rfl

/-- `(2 S₁·S₂ + 1/2)(2 T₁·T₂ + 1/2)` is the swap of the two four-dimensional site spaces. -/
theorem kugelKhomskii_eq_swap : kugelKhomskii (1 / 2) (1 / 2) = relabel Prod.swap := by
  unfold kugelKhomskii
  rw [spin_exchange, orbital_exchange]
  exact swapSpin_mul_swapOrbital

/-- At `x = y = 1/2` the bond operator turns the product state `v ⊗ w` into `w ⊗ v`. -/
theorem kugelKhomskii_mulVec_product (v w : Site → ℂ) :
    kugelKhomskii (1 / 2) (1 / 2) *ᵥ (fun p => v p.1 * w p.2) = fun p => w p.1 * v p.2 := by
  rw [kugelKhomskii_eq_swap]
  ext ⟨i, j⟩
  change ∑ r, relabel Prod.swap (i, j) r * (v r.1 * w r.2) = w i * v j
  rw [Finset.sum_eq_single (j, i)]
  · simp [relabel_apply, mul_comm]
  · rintro ⟨a, b⟩ _ h
    have h' : (i, j) ≠ Prod.swap (a, b) := fun e => h (congrArg Prod.swap e).symm
    rw [relabel_apply, if_neg h', zero_mul]
  · simp

/-- At `x = y = 1/2` the bond operator commutes with `u ⊗ u` for every 4×4 matrix `u`. -/
theorem kugelKhomskii_commute (u : Matrix Site Site ℂ) :
    Commute (kugelKhomskii (1 / 2) (1 / 2)) (u ⊗ₖ u) := by
  rw [kugelKhomskii_eq_swap]
  change relabel Prod.swap * (u ⊗ₖ u) = (u ⊗ₖ u) * relabel Prod.swap
  ext ⟨i, j⟩ ⟨k, l⟩
  rw [relabel_mul_apply _ Prod.swap_swap, mul_relabel_apply]
  change u j k * u i l = u i l * u j k
  ring

/-- The general bond operator is the site swap plus separate spin and orbital exchanges and the
identity, with weights `y - 1/2`, `x - 1/2` and `(x - 1/2) * (y - 1/2)` respectively. -/
theorem kugelKhomskii_expand (x y : ℂ) :
    kugelKhomskii x y = relabel Prod.swap + (y - 1 / 2) • relabel swapSpin
      + (x - 1 / 2) • relabel swapOrbital + ((x - 1 / 2) * (y - 1 / 2)) • 1 := by
  have hs : (2 : ℂ) • bond spin + x • 1 = relabel swapSpin + (x - 1 / 2) • 1 := by
    rw [← spin_exchange]; module
  have ht : (2 : ℂ) • bond orbital + y • 1 = relabel swapOrbital + (y - 1 / 2) • 1 := by
    rw [← orbital_exchange]; module
  unfold kugelKhomskii
  rw [hs, ht, ← swapSpin_mul_swapOrbital]
  simp only [add_mul, mul_add, smul_mul_assoc, mul_smul_comm, one_mul, mul_one]
  module

/-- The bond operator `(2 S₁·S₂ + x)(2 T₁·T₂ + y)` commutes with `u ⊗ u` for every unitary
4×4 matrix `u` if and only if `x = y = 1/2`. -/
theorem su4_point_iff (x y : ℂ) :
    (∀ u ∈ Matrix.unitaryGroup Site ℂ, Commute (kugelKhomskii x y) (u ⊗ₖ u))
      ↔ x = 1 / 2 ∧ y = 1 / 2 := by
  constructor
  · intro H
    have hg : ∀ q, controlledFlip (controlledFlip q) = q := by decide
    -- the controlled orbital flip is unitary
    have hu : relabel controlledFlip ∈ Matrix.unitaryGroup Site ℂ := by
      rw [Matrix.mem_unitaryGroup_iff]
      ext p q
      rw [relabel_mul_apply _ hg, Matrix.star_apply, relabel_apply, hg, Matrix.one_apply]
      by_cases h : p = q
      · simp [h]
      · simp [h, Ne.symm h]
    have hk : relabel controlledFlip ⊗ₖ relabel controlledFlip
        = relabel (Prod.map controlledFlip controlledFlip) := by
      ext ⟨i, j⟩ ⟨k, l⟩
      rw [Matrix.kroneckerMap_apply]
      exact (delta_prod i (controlledFlip k) j (controlledFlip l)).symm
    have hG : ∀ q, Prod.map controlledFlip controlledFlip
        (Prod.map controlledFlip controlledFlip q) = q := by
      rintro ⟨i, j⟩
      simp only [Prod.map_apply, hg]
    have hc := (H _ hu).eq
    rw [hk] at hc
    have h (p q : Site × Site) :
        kugelKhomskii x y p (Prod.map controlledFlip controlledFlip q)
          = kugelKhomskii x y (Prod.map controlledFlip controlledFlip p) q := by
      have e : (kugelKhomskii x y * relabel (Prod.map controlledFlip controlledFlip)) p q
          = (relabel (Prod.map controlledFlip controlledFlip) * kugelKhomskii x y) p q := by
        rw [hc]
      rw [mul_relabel_apply,
        relabel_mul_apply (f := Prod.map controlledFlip controlledFlip) _ hG] at e
      exact e
    -- two equations between matrix elements isolate the weights of the spin and orbital exchanges
    have h1 : kugelKhomskii x y ((1, 1), (0, 1)) ((0, 1), (1, 1))
        = kugelKhomskii x y ((1, 1), (0, 0)) ((0, 0), (1, 1)) :=
      h ((1, 1), (0, 1)) ((0, 0), (1, 1))
    have h2 : kugelKhomskii x y ((0, 1), (1, 1)) ((0, 1), (1, 1))
        = kugelKhomskii x y ((0, 0), (1, 1)) ((0, 0), (1, 1)) :=
      h ((0, 1), (1, 1)) ((0, 0), (1, 1))
    rw [kugelKhomskii_expand] at h1 h2
    simp [relabel_apply, swapSpin, swapOrbital] at h1 h2
    exact ⟨by linear_combination h2, by linear_combination h1⟩
  · rintro ⟨rfl, rfl⟩ u _
    exact kugelKhomskii_commute u

end

end KugelKhomskiiSU4
```

```lean
#print axioms KugelKhomskiiSU4.kugelKhomskii_mulVec_product
#print axioms KugelKhomskiiSU4.kugelKhomskii_expand
#print axioms KugelKhomskiiSU4.su4_point_iff
```

```
'KugelKhomskiiSU4.kugelKhomskii_mulVec_product' depends on axioms: [propext, Classical.choice, Quot.sound]
'KugelKhomskiiSU4.kugelKhomskii_expand' depends on axioms: [propext, Classical.choice, Quot.sound]
'KugelKhomskiiSU4.su4_point_iff' depends on axioms: [propext, Classical.choice, Quot.sound]
```

## Two sites with four states each

A basis state of one site is a pair (spin label, orbital label), each label being 0 or 1; this is the type `Site`. The two-site space has basis `Site × Site` and dimension 16. With \(\hbar=1\), the site operators are
\[
S_a=\tfrac12\sigma_a\otimes 1,\qquad T_a=1\otimes\tfrac12\sigma_a ,
\]
where \(a=0,1,2\) stands for the \(x,y,z\) components. These are `spin a` and `orbital a`. The definition `bond` places such a vector operator on site 1 and its copy on site 2, multiplies them component by component and sums, so `bond spin` is \(\mathbf S_1\cdot\mathbf S_2\) and `bond orbital` is \(\mathbf T_1\cdot\mathbf T_2\). The bond operator is
\[
K(x,y)=(2\,\mathbf S_1\cdot\mathbf S_2+x)(2\,\mathbf T_1\cdot\mathbf T_2+y),
\]
written `kugelKhomskii x y`, without an overall coupling constant.

Multiplying out gives the terms \(2y\,\mathbf S_1\cdot\mathbf S_2\) and \(2x\,\mathbf T_1\cdot\mathbf T_2\). The constants therefore set the strengths of pure spin exchange and pure orbital exchange relative to the coupled term. In a microscopic derivation they would follow from hopping amplitudes and on-site interactions; here they are free parameters. The orbital part is assumed to be isotropic, whereas orbital exchange in real compounds generally depends on the bond direction and on the crystal field.

Exchanges are expressed by `relabel f`, the matrix that sends \(|q\rangle\) to \(|f(q)\rangle\). The full site exchange is `relabel Prod.swap`, and `kugelKhomskii_eq_swap` identifies it with \(K(\tfrac12,\tfrac12)\). The theorem `kugelKhomskii_mulVec_product` states the same fact for product states: \(v\otimes w\) becomes \(w\otimes v\), for any vectors \(v,w\), normalised or not.

In `kugelKhomskii_commute` the matrix \(u\) is arbitrary and need not be invertible. In `su4_point_iff` it ranges over all unitary matrices. Restricting to determinant 1 would give the same condition, because every unitary is a phase times a special unitary and the phase cancels from the commutation relation. In this sense \(x=y=\tfrac12\) is the SU(4) point, or symmetric point: the same \(u\) acts on both sites. At \(x=y=-\tfrac12\) the bond has a different SU(4) symmetry, which the theorem does not concern. There \(K\) is four times the projector onto the state that is singlet in both spin and orbital, and site 2 transforms with a matrix unitarily equivalent to the complex conjugate of \(u\).

For a finite cluster built from this isotropic bond at the symmetric point, an exact-diagonalisation code can apply each bond term by exchanging the local basis states of its two sites, and the number of sites in each of the four local states is conserved.

## From Pauli matrices to exchanges

Any 2×2 matrix can be expanded as \(M=\tfrac12\big(\operatorname{tr}M+\sum_a\operatorname{tr}(M\sigma_a)\,\sigma_a\big)\). Comparing the coefficients of \(M_{lk}\) in the entry \(M_{ij}\) gives the completeness relation
\[
\sum_a(\sigma_a)_{ij}(\sigma_a)_{kl}=2\,\delta_{il}\delta_{kj}-\delta_{ij}\delta_{kl}.
\]
Lean proves `pauli_completeness` by evaluating all sixteen choices of indices.

Let the row state be \(((a,b),(c,d))\) and the column state \(((a',b'),(c',d'))\), where \(a,c\) are spin labels and \(b,d\) orbital labels. The lemma `bond_spin_apply` reads off the matrix element of the scalar product, and completeness turns it into
\[
(\mathbf S_1\cdot\mathbf S_2)_{((a,b),(c,d)),\,((a',b'),(c',d'))}=\tfrac14\left(2\,\delta_{ac'}\delta_{ca'}-\delta_{aa'}\delta_{cc'}\right)\delta_{bb'}\delta_{dd'} .
\]
Doubling this and adding \(\tfrac12\) times the identity cancels the second term. What remains is \(\delta_{ac'}\delta_{ca'}\delta_{bb'}\delta_{dd'}\), the matrix \(P_S\) that exchanges the spins and leaves the orbitals in place. This is `spin_exchange`. The same calculation with the roles of the labels reversed gives `orbital_exchange`, with the orbital exchange \(P_T\). In both proofs `delta_prod` splits the delta of a pair into a product of deltas, and `ring` performs the cancellation.

Exchanging the orbitals and then the spins exchanges everything, so \(P_SP_T=P\), the site swap. Hence \(K(\tfrac12,\tfrac12)=P\).

## Why the swap commutes with u ⊗ u

Multiplying by a relabelling on the right changes the column index, and multiplying by one that is its own inverse on the left changes the row index; these are `mul_relabel_apply` and `relabel_mul_apply`. For row \((i,j)\) and column \((k,l)\),
\[
\big(P(u\otimes u)\big)_{(i,j),(k,l)}=u_{jk}u_{il},\qquad
\big((u\otimes u)P\big)_{(i,j),(k,l)}=u_{il}u_{jk}.
\]
The two are equal because numbers commute, and no property of \(u\) is used.

## One unitary fixes both constants

Writing each factor of \(K\) as an exchange plus a remainder gives `kugelKhomskii_expand`:
\[
K(x,y)=P+(y-\tfrac12)P_S+(x-\tfrac12)P_T+(x-\tfrac12)(y-\tfrac12).
\]
The test unitary is `relabel controlledFlip`, which flips the orbital of a site when its spin label is 0. It permutes the basis and is its own inverse, hence unitary. Let \(G\) be its action on the labels of both sites. Commutation then says \(K_{p,G(q)}=K_{G(p),q}\) for all two-site labels \(p,q\).

Take \(p=((1,1),(0,1))\) and \(q=((0,0),(1,1))\). On the left, the column is \(G(q)=((0,1),(1,1))\). Its two orbitals are equal, so \(P\) and \(P_S\) both carry it to \(p\), and the element is \(1+(y-\tfrac12)\). On the right, the row is \(G(p)=((1,1),(0,0))\), which is reached from \(q\) by \(P\) alone, so the element is 1. Therefore \(y=\tfrac12\).

Next take \(p=((0,1),(1,1))\) with the same \(q\). Both elements are now diagonal. The left one belongs to \(((0,1),(1,1))\), which \(P_T\) leaves unchanged, and equals \((x-\tfrac12)+(x-\tfrac12)(y-\tfrac12)\). The right one belongs to \(((0,0),(1,1))\), which only the identity preserves, and equals \((x-\tfrac12)(y-\tfrac12)\). Therefore \(x=\tfrac12\).

These two equations are `h1` and `h2` in the proof of `su4_point_iff`. The opposite direction of the equivalence is `kugelKhomskii_commute`.

## The symmetry left at general x and y

The expansion also shows a symmetry that survives away from the symmetric point. If \(u=g\otimes h\), with \(g\) acting on the spin and \(h\) on the orbital, then \(P_S\) exchanges two equal factors \(g\) and \(P_T\) two equal factors \(h\). Each exchange commutes with \(u\otimes u\), and so does \(K(x,y)\) for all \(x,y\). This result, which is argued here and not proved in the Lean code, shows that no product \(g\otimes h\) could serve as the test unitary. The controlled flip is not of this form, since its action on the orbital depends on the spin.

## Levels at two parameter values

The scalar product of two spins 1/2 is \(\tfrac14\) in the triplet and \(-\tfrac34\) in the singlet, for spin and orbital alike. This gives the eigenvalues of \(K\):

| Spin, orbital | Number of states | \(x=y=\tfrac12\) | \(x=y=0\) |
|---|---|---|---|
| triplet, triplet | 9 | \(1\) | \(\tfrac14\) |
| singlet, singlet | 1 | \(1\) | \(\tfrac94\) |
| triplet, singlet | 3 | \(-1\) | \(-\tfrac34\) |
| singlet, triplet | 3 | \(-1\) | \(-\tfrac34\) |

At the symmetric point the levels are the ten states that are even under the swap and the six that are odd. At \(x=y=0\) the ten split into nine and one, while the six stay together because \(x\) and \(y\) are equal.
